# Twist averaging gives the infinite-chain energy exactly for an odd number of free spinless fermions on a partly filled tight-binding ring

Put one spinless fermion on a ring of two sites joined by two bonds, with hopping \(t>0\) and a boundary twist \(\phi\). The levels are \(\mp 2t\cos(\phi/2)\), so for \(|\phi|\le\pi\) the ground energy is \(-2t\cos(\phi/2)\). Its average over \(\phi\in[-\pi,\pi]\) is \(-4t/\pi\), which is exactly the energy of two sites of the infinite half-filled chain. Without the twist I get \(-2t\), which is too low. How can two sites know the infinite-chain value? And does this survive with more fermions, when the lowest filling might change as I turn the twist?

## The filled levels sweep out the whole Fermi sea

In your example the filled level has momentum \(\phi/2\). As \(\phi\) runs over \([-\pi,\pi]\), this momentum covers \([-\pi/2,\pi/2]\), the Fermi sea of the half-filled chain. The average is therefore the band integral itself. The same happens for every odd \(N<L\), where \(N\) is the number of fermions and \(L\) the number of sites, because the lowest filling can be kept fixed over the whole twist interval.

Write \(N=2n+1\) and
\[
\varepsilon_m(\phi)=-2t\cos\frac{2\pi m+\phi}{L},
\]
where \(m\) and \(m+L\) label the same level. Let \(\mu=-2t\cos(\pi N/L)\) and \(|\phi|\le\pi\).

- If \(|m|\le n\), then \(|2\pi m+\phi|\le 2\pi n+\pi=\pi N\). The cosine decreases on \([0,\pi]\), so \(\varepsilon_m(\phi)\le\mu\).
- Every other level has a label with \(n+1\le m\le L-n-1\). Its momentum lies between \(\pi N/L\) and \(2\pi-\pi N/L\), so \(\varepsilon_m(\phi)\ge\mu\).

Compare the filling \(W=\{-n,\dots,n\}\) with any other set \(S\) of \(N\) levels. The shared levels cancel. Those only in \(W\) cost at most \(\mu\) each, and the equally many only in \(S\) cost at least \(\mu\) each. Hence \(W\) has the lowest energy at every twist in the interval.

One level integrates to
\[
\int_{-\pi}^{\pi}\varepsilon_m\,d\phi=-2tL\left[\sin\frac{2\pi m+\pi}{L}-\sin\frac{2\pi m-\pi}{L}\right].
\]
This is \(L\) times the integral of the band \(-2t\cos k\) over a momentum window of width \(2\pi/L\), and the upper edge of window \(m\) is the lower edge of window \(m+1\). Summing over \(m=-n,\dots,n\) leaves only the outer edges \(\pm\pi N/L\). After division by \(2\pi\), the averaged ground energy is
\[
\bar E=-\frac{2tL}{\pi}\sin\frac{\pi N}{L}
=\frac{L}{2\pi}\int_{-\pi N/L}^{\pi N/L}(-2t\cos k)\,dk .
\]

For the untwisted energy \(E(0)\), use \(\sin(a+b)-\sin(a-b)=2\cos a\sin b\) in the same integral. It becomes \(2L\sin(\pi/L)\,\varepsilon_m(0)\), so
\[
\bar E=r\,E(0),\qquad r=\frac{\sin(\pi/L)}{\pi/L}.
\]
Since \(1\le N<L\), we have \(L\ge2\) and \(0<r<1\). Also \(0<\pi N/L<\pi\) makes \(\bar E\) negative. Thus \(E(0)=\bar E/r<\bar E\). In your example \(r=2/\pi\).

Parity matters for this last comparison. Take \(N=2\), \(L=3\): the untwisted levels are \(-2t,t,t\), so \(E(0)=-t\), while the chain value is \(-3\sqrt3\,t/\pi\approx-1.65t\). The untwisted energy is now higher, so the inequality does not extend to all \(0<N<L\). The averaging itself does not need odd \(N\): raising \(\phi\) by \(2\pi\) only relabels the levels, so one may average over \([0,2\pi]\) instead, where for even \(N\) the filling \(\{-N/2,\dots,N/2-1\}\) stays lowest and sweeps out the same Fermi sea. The Lean file treats odd \(N\) only.

Twist averaging is used in simulations to reduce finite-size errors; in this non-interacting, one-dimensional model, the average over the whole twist interval removes the error in the ground energy at fixed filling completely.

In the Lean file below, the final theorem `twist_average_exact` says that for real `t > 0`, odd `N` and `N < L`, the twist average equals the chain energy, the chain energy has the sine form, and the ground energy at zero twist is strictly below it. Positivity of `N` follows from oddness.

`level` is \(\varepsilon_m(\phi)\), with \(\phi\) the total phase around the ring. A filling is a `Finset ℤ` of `N` labels in \(0\le m<L\); a set holds each label at most once, which is the Pauli principle for spinless fermions. `groundEnergy` is the infimum of the total energies over all fillings, and `twistAverage` is its integral over \([-\pi,\pi]\) divided by \(2\pi\).

The cosine levels and the rule that energies add are the starting point: no Hamiltonian is diagonalised. Likewise `chainEnergy` is defined as the band integral over the Fermi sea, not obtained as a limit \(L\to\infty\). Interactions, spin and temperature are absent.

```lean
import Mathlib

open scoped Real

namespace TwistedRingFermions

noncomputable section

/-- Level `m` of a ring of `L > 0` sites with hopping `t` and boundary twist `φ`. -/
def level (L : ℕ) (t φ : ℝ) (m : ℤ) : ℝ :=
  -2 * t * Real.cos ((2 * π * m + φ) / L)

/-- The total energies of all ways to put `N` spinless fermions into distinct levels
`0 ≤ m < L` of the twisted ring. -/
def fillingEnergies (L N : ℕ) (t φ : ℝ) : Set ℝ :=
  {E | ∃ S : Finset ℤ, S ⊆ Finset.Ico 0 (L : ℤ) ∧ S.card = N ∧ ∑ m ∈ S, level L t φ m = E}

/-- Ground energy of `N` spinless fermions on the twisted ring, for `N ≤ L` and `L > 0`. -/
def groundEnergy (L N : ℕ) (t φ : ℝ) : ℝ := sInf (fillingEnergies L N t φ)

/-- The ground energy averaged over all twists between `-π` and `π`. -/
def twistAverage (L N : ℕ) (t : ℝ) : ℝ :=
  1 / (2 * π) * ∫ φ in (-π)..π, groundEnergy L N t φ

/-- For `t ≥ 0`, `L > 0` and `N ≤ L`, the energy of `L` sites of the infinite chain at filling
`N / L`: `L/(2π)` times the integral of the band `-2t cos k` over the Fermi sea `|k| ≤ πN/L`. -/
def chainEnergy (L N : ℕ) (t : ℝ) : ℝ :=
  L * (1 / (2 * π) * ∫ k in (-(π * N / L))..(π * N / L), -2 * t * Real.cos k)

/-- Level indices that differ by `L` have the same energy. -/
theorem level_add_ring (L : ℕ) (t φ : ℝ) (m : ℤ) :
    level L t φ (m + L) = level L t φ m := by
  rcases L.eq_zero_or_pos with rfl | hL
  · simp
  · have h : (L : ℝ) ≠ 0 := by positivity
    have e : (2 * π * ((m + L : ℤ) : ℝ) + φ) / L = (2 * π * m + φ) / L + 2 * π := by
      rw [div_add' _ _ _ h]
      congr 1
      push_cast
      ring
    unfold level
    rw [e, Real.cos_add_two_pi]

/-- If the levels in `W` lie at or below `μ` and those of `S` outside `W` at or above `μ`,
then filling `W` costs no more than filling the equally large set `S`. -/
theorem fermi_sea_le {W S : Finset ℤ} (e : ℤ → ℝ) (μ : ℝ) (hcard : W.card = S.card)
    (hin : ∀ m ∈ W, e m ≤ μ) (hout : ∀ m ∈ S, m ∉ W → μ ≤ e m) :
    ∑ m ∈ W, e m ≤ ∑ m ∈ S, e m := by
  have h1 := Finset.sum_sdiff (f := fun m => e m - μ)
    (Finset.inter_subset_left : W ∩ S ⊆ W)
  have h2 := Finset.sum_sdiff (f := fun m => e m - μ)
    (Finset.inter_subset_right : W ∩ S ⊆ S)
  have h3 : ∑ m ∈ W \ (W ∩ S), (e m - μ) ≤ 0 :=
    Finset.sum_nonpos fun m hm => sub_nonpos.2 (hin m (Finset.mem_sdiff.1 hm).1)
  have h4 : 0 ≤ ∑ m ∈ S \ (W ∩ S), (e m - μ) := Finset.sum_nonneg fun m hm => by
    obtain ⟨hS, hW⟩ := Finset.mem_sdiff.1 hm
    exact sub_nonneg.2 (hout m hS fun h => hW (Finset.mem_inter.2 ⟨h, hS⟩))
  have h5 : ∑ m ∈ W, (e m - μ) ≤ ∑ m ∈ S, (e m - μ) := by linarith
  simp only [Finset.sum_sub_distrib, Finset.sum_const, hcard] at h5
  linarith

/-- For `t ≥ 0`, `2n+1 ≤ L` and any twist `|φ| ≤ π`, the lowest energy of `2n+1` fermions is
reached by filling the levels `-n, …, n`. -/
theorem closedShell_isLeast {L n : ℕ} {t φ : ℝ} (ht : 0 ≤ t) (hn : 2 * n + 1 ≤ L)
    (hφ : |φ| ≤ π) :
    IsLeast (fillingEnergies L (2 * n + 1) t φ)
      (∑ k ∈ Finset.range (2 * n + 1), level L t φ ((k : ℤ) - n)) := by
  have hL : (0 : ℝ) < L := by exact_mod_cast (by omega : 0 < L)
  have hnL : 2 * (n : ℝ) + 1 ≤ L := by exact_mod_cast hn
  have hpi := Real.pi_pos
  obtain ⟨hφ1, hφ2⟩ := abs_le.1 hφ
  -- `g` brings the indices `-n, …, n` into the range `0, …, L-1`
  obtain ⟨g, hg⟩ : ∃ g : ℕ → ℤ, ∀ k, g k =
      if (k : ℤ) < n then (k : ℤ) - n + L else (k : ℤ) - n := ⟨_, fun _ => rfl⟩
  have hgl : ∀ k, level L t φ (g k) = level L t φ ((k : ℤ) - n) := by
    intro k
    rw [hg]
    split_ifs
    · exact level_add_ring L t φ _
    · rfl
  have hinj : Set.InjOn g (Finset.range (2 * n + 1)) := by
    intro a ha b hb hab
    simp only [Finset.coe_range, Set.mem_Iio] at ha hb
    rw [hg, hg] at hab
    split_ifs at hab <;> omega
  have hcard : ((Finset.range (2 * n + 1)).image g).card = 2 * n + 1 := by
    rw [Finset.card_image_of_injOn hinj, Finset.card_range]
  have hsum : ∑ m ∈ (Finset.range (2 * n + 1)).image g, level L t φ m =
      ∑ k ∈ Finset.range (2 * n + 1), level L t φ ((k : ℤ) - n) := by
    rw [Finset.sum_image hinj]
    exact Finset.sum_congr rfl fun k _ => hgl k
  refine ⟨⟨_, ?_, hcard, hsum⟩, ?_⟩
  · intro m hm
    obtain ⟨k, hk, rfl⟩ := Finset.mem_image.1 hm
    rw [Finset.mem_range] at hk
    rw [Finset.mem_Ico, hg]
    split_ifs <;> omega
  rintro E ⟨S, hS, hSc, rfl⟩
  rw [← hsum]
  -- the level `-2t cos(πN/L)` separates filled from empty levels at every twist
  refine fermi_sea_le _ (-2 * t * Real.cos (π * (2 * n + 1) / L)) (hcard.trans hSc.symm) ?_ ?_
  · intro m hm
    obtain ⟨k, hk, rfl⟩ := Finset.mem_image.1 hm
    have hk' : (k : ℝ) ≤ 2 * n := by
      exact_mod_cast Nat.lt_succ_iff.1 (Finset.mem_range.1 hk)
    have hb : |2 * π * (((k : ℤ) - n : ℤ) : ℝ) + φ| ≤ π * (2 * n + 1) := by
      push_cast
      rw [abs_le]
      constructor <;>
        nlinarith [mul_nonneg hpi.le (Nat.cast_nonneg (α := ℝ) k),
          mul_nonneg hpi.le (sub_nonneg.2 hk')]
    have hc : Real.cos (π * (2 * n + 1) / L) ≤
        Real.cos ((2 * π * (((k : ℤ) - n : ℤ) : ℝ) + φ) / L) := by
      rw [← Real.cos_abs ((2 * π * (((k : ℤ) - n : ℤ) : ℝ) + φ) / L), abs_div, abs_of_pos hL]
      refine Real.cos_le_cos_of_nonneg_of_le_pi (by positivity) ?_ ?_
      · rw [div_le_iff₀ hL]
        exact mul_le_mul_of_nonneg_left hnL hpi.le
      · exact div_le_div_of_nonneg_right hb hL.le
    rw [hgl]
    unfold level
    nlinarith [mul_le_mul_of_nonneg_left hc ht]
  · intro m hm hmW
    have hmL := Finset.mem_Ico.1 (hS hm)
    have hm1 : (n : ℤ) + 1 ≤ m := by
      by_contra h
      exact hmW (Finset.mem_image.2 ⟨(m + n).toNat, Finset.mem_range.2 (by omega), by
        rw [hg]; split_ifs <;> omega⟩)
    have hm2 : m + n + 1 ≤ (L : ℤ) := by
      by_contra h
      exact hmW (Finset.mem_image.2 ⟨(m + n - L).toNat, Finset.mem_range.2 (by omega), by
        rw [hg]; split_ifs <;> omega⟩)
    have hm1' : (n : ℝ) + 1 ≤ m := by exact_mod_cast hm1
    have hm2' : (m : ℝ) + n + 1 ≤ L := by exact_mod_cast hm2
    have hx1 : π * (2 * n + 1) / L ≤ (2 * π * m + φ) / L :=
      div_le_div_of_nonneg_right (by nlinarith [mul_nonneg hpi.le (sub_nonneg.2 hm1')]) hL.le
    have hx2 : (2 * π * m + φ) / L ≤ 2 * π - π * (2 * n + 1) / L := by
      rw [le_sub_iff_add_le, ← add_div, div_le_iff₀ hL]
      nlinarith [mul_nonneg hpi.le (sub_nonneg.2 hm2')]
    have h0 : 0 ≤ π * (2 * n + 1) / L := by positivity
    have hc : Real.cos ((2 * π * m + φ) / L) ≤ Real.cos (π * (2 * n + 1) / L) := by
      rcases le_total ((2 * π * m + φ) / L) π with h | h
      · exact Real.cos_le_cos_of_nonneg_of_le_pi h0 h hx1
      · rw [← Real.cos_two_pi_sub ((2 * π * m + φ) / L)]
        exact Real.cos_le_cos_of_nonneg_of_le_pi h0 (by linarith) (by linarith)
    unfold level
    nlinarith [mul_le_mul_of_nonneg_left hc ht]

/-- Integrated over the twist from `-π` to `π`, level `m` of a ring with `L > 0` sites gives `L`
times the integral of the band `-2t cos k` over the momentum window from `(2πm-π)/L` to `(2πm+π)/L`,
written out with sines. -/
theorem integral_level {L : ℕ} (hL : 0 < L) (t : ℝ) (m : ℤ) :
    ∫ φ in (-π)..π, level L t φ m =
      -2 * t * L * (Real.sin ((2 * π * m + π) / L) - Real.sin ((2 * π * m - π) / L)) := by
  have hL' : (L : ℝ) ≠ 0 := by positivity
  have hd : ∀ φ : ℝ, HasDerivAt (fun φ : ℝ => -2 * t * L * Real.sin ((2 * π * m + φ) / L))
      (level L t φ m) φ := by
    intro φ
    have h := ((((hasDerivAt_id' φ).const_add (2 * π * (m : ℝ))).div_const
      (L : ℝ)).sin).const_mul (-2 * t * L)
    refine h.congr_deriv ?_
    unfold level
    linear_combination (-2 * t * Real.cos ((2 * π * m + φ) / L)) * mul_one_div_cancel hL'
  have hc : Continuous fun φ : ℝ => level L t φ m := by unfold level; fun_prop
  rw [intervalIntegral.integral_eq_sub_of_hasDerivAt (fun φ _ => hd φ)
    (hc.intervalIntegrable _ _), sub_eq_add_neg (2 * π * (m : ℝ)) π]
  ring

/-- For `t ≥ 0` and `2n+1 ≤ L`, the twist integral of the ground energy is the sum of the
twist integrals of the levels `-n, …, n`. -/
theorem integral_groundEnergy {L n : ℕ} {t : ℝ} (ht : 0 ≤ t) (hn : 2 * n + 1 ≤ L) :
    ∫ φ in (-π)..π, groundEnergy L (2 * n + 1) t φ =
      ∑ k ∈ Finset.range (2 * n + 1), ∫ φ in (-π)..π, level L t φ ((k : ℤ) - n) := by
  have heq : Set.EqOn (fun φ => groundEnergy L (2 * n + 1) t φ)
      (fun φ => ∑ k ∈ Finset.range (2 * n + 1), level L t φ ((k : ℤ) - n))
      (Set.uIcc (-π) π) := by
    intro φ hφ
    rw [Set.uIcc_of_le (by linarith [Real.pi_pos])] at hφ
    exact (closedShell_isLeast ht hn (abs_le.2 ⟨hφ.1, hφ.2⟩)).csInf_eq
  have hc : ∀ m : ℤ, Continuous fun φ : ℝ => level L t φ m := fun m => by
    unfold level; fun_prop
  rw [intervalIntegral.integral_congr heq]
  exact intervalIntegral.integral_finsetSum fun k _ => (hc _).intervalIntegrable _ _

/-- For odd `N ≤ L` and `t ≥ 0`, the twist-averaged ground energy is
`-(2tL/π) sin(πN/L)`. -/
theorem twistAverage_eq {L N : ℕ} {t : ℝ} (ht : 0 ≤ t) (hodd : Odd N) (hN : N ≤ L) :
    twistAverage L N t = -(2 * t * L / π) * Real.sin (π * N / L) := by
  obtain ⟨n, rfl⟩ := hodd
  have hL : 0 < L := by omega
  -- `G k` is the sine at the lower edge of the `k`-th momentum window
  obtain ⟨G, hG⟩ : ∃ G : ℕ → ℝ, ∀ k, G k = Real.sin ((2 * (k : ℝ) - 2 * n - 1) * π / L) :=
    ⟨_, fun _ => rfl⟩
  have hs : ∀ k : ℕ, ∫ φ in (-π)..π, level L t φ ((k : ℤ) - n) =
      -2 * t * L * (G (k + 1) - G k) := by
    intro k
    have e1 : 2 * π * (((k : ℤ) - n : ℤ) : ℝ) + π =
        (2 * ((k + 1 : ℕ) : ℝ) - 2 * n - 1) * π := by push_cast; ring
    have e2 : 2 * π * (((k : ℤ) - n : ℤ) : ℝ) - π = (2 * (k : ℝ) - 2 * n - 1) * π := by
      push_cast; ring
    rw [integral_level hL, e1, e2, hG, hG]
  have e3 : (2 * ((2 * n + 1 : ℕ) : ℝ) - 2 * n - 1) * π / L =
      π * ((2 * n + 1 : ℕ) : ℝ) / L := by push_cast; ring
  have e4 : (2 * ((0 : ℕ) : ℝ) - 2 * n - 1) * π / L =
      -(π * ((2 * n + 1 : ℕ) : ℝ) / L) := by push_cast; ring
  -- neighbouring windows share an edge, so the sum telescopes
  unfold twistAverage
  rw [integral_groundEnergy ht hN, Finset.sum_congr rfl (fun k _ => hs k), ← Finset.mul_sum,
    Finset.sum_range_sub G, hG, hG, e3, e4, Real.sin_neg]
  ring

/-- For odd `N ≤ L` and `t ≥ 0`, twist averaging multiplies the untwisted ground energy by
`sin(π/L)/(π/L)`. -/
theorem twistAverage_eq_mul_untwisted {L N : ℕ} {t : ℝ} (ht : 0 ≤ t) (hodd : Odd N)
    (hN : N ≤ L) :
    twistAverage L N t = Real.sin (π / L) / (π / L) * groundEnergy L N t 0 := by
  obtain ⟨n, rfl⟩ := hodd
  have hL : 0 < L := by omega
  have hs : ∀ m : ℤ, ∫ φ in (-π)..π, level L t φ m =
      2 * L * Real.sin (π / L) * level L t 0 m := by
    intro m
    rw [integral_level hL, add_div, sub_div, Real.sin_add, Real.sin_sub]
    unfold level
    rw [add_zero]
    ring
  have h0 : groundEnergy L (2 * n + 1) t 0 =
      ∑ k ∈ Finset.range (2 * n + 1), level L t 0 ((k : ℤ) - n) :=
    (closedShell_isLeast ht hN (by simpa using Real.pi_pos.le)).csInf_eq
  unfold twistAverage
  rw [integral_groundEnergy ht hN, Finset.sum_congr rfl (fun k _ => hs _), ← Finset.mul_sum,
    ← h0, div_div_eq_mul_div]
  ring

/-- The band integral that defines `chainEnergy L N t` equals `-(2tL/π) sin(πN/L)`. -/
theorem chainEnergy_eq (L N : ℕ) (t : ℝ) :
    chainEnergy L N t = -(2 * t * L / π) * Real.sin (π * N / L) := by
  unfold chainEnergy
  rw [intervalIntegral.integral_const_mul, integral_cos, Real.sin_neg]
  ring

/-- For `t > 0` and odd `N < L`, the twist-averaged ground energy equals the infinite-chain
value `-(2tL/π) sin(πN/L)`, and the untwisted ground energy is strictly lower. -/
theorem twist_average_exact {L N : ℕ} {t : ℝ} (ht : 0 < t) (hodd : Odd N) (hN : N < L) :
    twistAverage L N t = chainEnergy L N t ∧
      chainEnergy L N t = -(2 * t * L / π) * Real.sin (π * N / L) ∧
      groundEnergy L N t 0 < chainEnergy L N t := by
  have havg := twistAverage_eq ht.le hodd hN.le
  have hchain := chainEnergy_eq L N t
  refine ⟨havg.trans hchain.symm, hchain, ?_⟩
  have hpi := Real.pi_pos
  have hN0 : (0 : ℝ) < N := by exact_mod_cast hodd.pos
  have hNL : (N : ℝ) < L := by exact_mod_cast hN
  have hL : (0 : ℝ) < L := hN0.trans hNL
  have hL1 : (1 : ℝ) ≤ L := by exact_mod_cast (by omega : 1 ≤ L)
  -- the average is negative because the band is partly filled
  have hsin : 0 < Real.sin (π * N / L) := by
    refine Real.sin_pos_of_pos_of_lt_pi (by positivity) ?_
    rw [div_lt_iff₀ hL]
    exact mul_lt_mul_of_pos_left hNL hpi
  have hneg : chainEnergy L N t < 0 := by
    have h : 0 < 2 * t * L / π * Real.sin (π * N / L) := by positivity
    rw [hchain]
    linarith
  -- the reduction factor lies between 0 and 1
  have hx : 0 < π / L := by positivity
  have hr0 : 0 ≤ Real.sin (π / L) / (π / L) :=
    div_nonneg (Real.sin_nonneg_of_nonneg_of_le_pi hx.le (div_le_self hpi.le hL1)) hx.le
  have hr1 : Real.sin (π / L) / (π / L) < 1 := by
    rw [div_lt_iff₀ hx, one_mul]
    exact Real.sin_lt hx
  have hmul : chainEnergy L N t = Real.sin (π / L) / (π / L) * groundEnergy L N t 0 := by
    rw [hchain, ← havg]
    exact twistAverage_eq_mul_untwisted ht.le hodd hN.le
  have hE : groundEnergy L N t 0 < 0 := by
    by_contra h
    have := mul_nonneg hr0 (not_lt.1 h)
    linarith
  have := mul_neg_of_pos_of_neg (sub_pos.2 hr1) hE
  linarith

end

end TwistedRingFermions
```

```lean
#print axioms TwistedRingFermions.twist_average_exact
```

```
'TwistedRingFermions.twist_average_exact' depends on axioms: [propext, Classical.choice, Quot.sound]
```

The comparison of \(W\) with \(S\) is `fermi_sea_le`, which subtracts `μ` from every level and splits off the intersection. `closedShell_isLeast` applies it to the ring. Since fillings use labels from \(0\) to \(L-1\), the function `g` moves the negative labels up by \(L\), and `level_add_ring` shows that their energies do not change. The two bullet points above are the last two blocks of that proof; momenta beyond \(\pi\) are reflected by \(\cos(2\pi-k)=\cos k\). `IsLeast` records that the infimum is attained.

`integral_level` finds the window integral from an antiderivative. `integral_groundEnergy` replaces the ground energy by the fixed sum of levels throughout the interval and exchanges sum and integral. In `twistAverage_eq`, `G` is the sine at a window's lower edge, and `Finset.sum_range_sub` performs the telescoping.

`twistAverage_eq_mul_untwisted` proves \(\bar E=rE(0)\) with the sine addition formulas, and `chainEnergy_eq` evaluates the band integral. The final theorem combines these. For the strict inequality it shows \(\bar E<0\), deduces \(E(0)<0\) from \(r\ge0\), and finishes with \((1-r)E(0)<0\).
